# For $\alpha^2\neq\beta^2$, the linear Rashba–Dresselhaus field rotates by $2\pi\,\mathrm{sign}(\alpha^2-\beta^2)$ in one turn of the wave vector

Take the direction of the spin-orbit field in a two-dimensional electron gas from a two-argument arctangent, once at the start and once at the end of a full turn of the wave vector. The difference is zero, and the turn that the field has made is lost. Integrating the rate of rotation keeps the turn, but a numerical integral needs a fine enough grid: when the Rashba coupling $\alpha$ and the Dresselhaus coupling $\beta$ are nearly equal in magnitude, the field swings through almost $\pi$ in each of two narrow ranges of angles, and a coarse grid can miss the peaks in the rate or give them too much weight. The total rotation has a closed form whenever $\alpha^2\neq\beta^2$, which needs no grid.

In a non-interacting two-band model whose only spin-dependent term is the linear Rashba–Dresselhaus coupling, this rotation is the winding of the spin texture along a constant-energy contour traced once counterclockwise around $k=0$, so it gives a reference value for spin textures computed close to $k=0$.

```lean
import Mathlib

open Real

namespace RashbaDresselhausWinding

noncomputable section
```

## The field and its direction

For a zinc-blende quantum well grown along [001], with $x$ and $y$ along the in-plane cubic axes, the linear spin-orbit term is
$$H_{\rm so}=\alpha(k_y\sigma_x-k_x\sigma_y)+\beta(k_x\sigma_x-k_y\sigma_y)=k\,\Omega(\theta)\cdot\sigma,$$
where $\sigma_x,\sigma_y$ are Pauli matrices and $(k_x,k_y)=k(\cos\theta,\sin\theta)$. There is no factor $1/2$ in this convention. The field per unit wave vector has the $x$ component $\Omega_x=\beta\cos\theta+\alpha\sin\theta$,

```lean
/-- The x component of the linear Rashba (`α`) and Dresselhaus (`β`) spin-orbit field
for a wave vector of unit length in the direction `θ`. -/
def fieldX (α β θ : ℝ) : ℝ := β * cos θ + α * sin θ
```

and the $y$ component $\Omega_y=-\alpha\cos\theta-\beta\sin\theta$.

```lean
/-- The y component of the same spin-orbit field. -/
def fieldY (α β θ : ℝ) : ℝ := -α * cos θ - β * sin θ
```

The couplings are arbitrary real numbers of either sign. The model is truncated at linear order: in a real quantum well, cubic Dresselhaus terms can change the winding at larger $k$.

If the field points along the polar angle $\varphi$, then $\tan\varphi=\Omega_y/\Omega_x$, and differentiation gives
$$\varphi'=\frac{\Omega_x\Omega_y'-\Omega_y\Omega_x'}{\Omega_x^2+\Omega_y^2}.$$
This expression needs no choice of branch, and it serves as the definition of the rotation rate.

```lean
/-- The rate at which the direction of the field turns as `θ` grows, where the field does not
vanish; where it vanishes, division by zero gives the value 0. -/
def rotationRate (α β θ : ℝ) : ℝ :=
  (fieldX α β θ * deriv (fieldY α β) θ - fieldY α β θ * deriv (fieldX α β) θ) /
    (fieldX α β θ ^ 2 + fieldY α β θ ^ 2)
```

A polar angle is a function $\varphi$ for which every $\theta$ has some $r>0$ with $\Omega=r(\cos\varphi,\sin\varphi)$. The definition allows jumps by multiples of $2\pi$, so for $\alpha^2\neq\beta^2$ the arctangent of the opening qualifies; smoothness is required separately below.

```lean
/-- `φ` is a polar angle of the field: at every `θ` the field is a positive length times
the unit vector in the direction `φ θ`. -/
def IsFieldAngle (α β : ℝ) (φ : ℝ → ℝ) : Prop :=
  ∀ θ, ∃ r > 0, fieldX α β θ = r * cos (φ θ) ∧ fieldY α β θ = r * sin (φ θ)
```

An explicit angle comes from splitting the field along the pure Rashba direction $e=(\sin\theta,-\cos\theta)$ and its normal $n=(\cos\theta,\sin\theta)$:
$$\Omega=(\alpha+\beta\sin2\theta)\,e+\beta\cos2\theta\,n.$$
Since $e$ has polar angle $\theta-\pi/2$, a positive first coefficient leads to
$$\varphi=\theta-\frac{\pi}{2}+\arctan\frac{\beta\cos2\theta}{\alpha+\beta\sin2\theta}.$$

```lean
/-- An explicit formula that gives a polar angle of the field wherever `α + β sin 2θ` is positive.
-/
def rashbaAngle (α β θ : ℝ) : ℝ :=
  θ - π / 2 + arctan (β * cos (2 * θ) / (α + β * sin (2 * θ)))
```

## From the field to the integrand

The derivatives are $\Omega_x'=\alpha\cos\theta-\beta\sin\theta$ and $\Omega_y'=\alpha\sin\theta-\beta\cos\theta$. In Lean, `HasDerivAt f d θ` says that `f` is differentiable at `θ` with derivative `d`.

```lean
/-- The derivatives of the two field components with respect to the direction `θ`. -/
theorem hasDerivAt_field (α β θ : ℝ) :
    HasDerivAt (fieldX α β) (α * cos θ - β * sin θ) θ ∧
      HasDerivAt (fieldY α β) (α * sin θ - β * cos θ) θ := by
  constructor
  · have h := ((Real.hasDerivAt_cos θ).const_mul β).fun_add
      ((Real.hasDerivAt_sin θ).const_mul α)
    exact h.congr_deriv (by ring)
  · have h := ((Real.hasDerivAt_cos θ).const_mul (-α)).fun_sub
      ((Real.hasDerivAt_sin θ).const_mul β)
    exact h.congr_deriv (by ring)
```

Squaring and adding the components gives
$$|\Omega|^2=\alpha^2+\beta^2+4\alpha\beta\sin\theta\cos\theta=\alpha^2+\beta^2+2\alpha\beta\sin2\theta.$$
The tactic `linear_combination` checks such an identity by naming the multiple of $\sin^2\theta+\cos^2\theta=1$ that it uses.

```lean
/-- The squared length of the field is `α² + β² + 2αβ sin 2θ`. -/
theorem field_normSq (α β θ : ℝ) :
    fieldX α β θ ^ 2 + fieldY α β θ ^ 2 = α ^ 2 + β ^ 2 + 2 * α * β * sin (2 * θ) := by
  unfold fieldX fieldY
  rw [Real.sin_two_mul]
  linear_combination (α ^ 2 + β ^ 2) * Real.sin_sq_add_cos_sq θ
```

The numerator of the rotation rate does not depend on $\theta$:
$$(\alpha^2\sin^2\theta-\beta^2\cos^2\theta)+(\alpha^2\cos^2\theta-\beta^2\sin^2\theta)=\alpha^2-\beta^2.$$

```lean
/-- The rotation rate of the field is `α² - β²` divided by its squared length. -/
theorem rotationRate_eq (α β θ : ℝ) :
    rotationRate α β θ =
      (α ^ 2 - β ^ 2) / (α ^ 2 + β ^ 2 + 2 * α * β * sin (2 * θ)) := by
  unfold rotationRate
  rw [field_normSq, (hasDerivAt_field α β θ).1.deriv, (hasDerivAt_field α β θ).2.deriv]
  congr 1
  unfold fieldX fieldY
  linear_combination (α ^ 2 - β ^ 2) * Real.sin_sq_add_cos_sq θ
```

## Where the direction is undefined

The same numerator shows that $\Omega=0$ at any angle forces $\alpha^2=\beta^2$. Conversely, the field vanishes at $\theta=-\pi/4$ if $\alpha=\beta$, and at $\theta=\pi/4$ if $\alpha=-\beta$. Physically, the linear spin splitting closes along that direction, and the field there has no direction to follow.

```lean
/-- The field vanishes in some direction exactly when the two couplings have
equal magnitude. -/
theorem field_vanishes_iff (α β : ℝ) :
    (∃ θ, fieldX α β θ = 0 ∧ fieldY α β θ = 0) ↔ α ^ 2 = β ^ 2 := by
  constructor
  · rintro ⟨θ, hx, hy⟩
    unfold fieldX at hx
    unfold fieldY at hy
    linear_combination (α * sin θ - β * cos θ) * hx - (α * cos θ - β * sin θ) * hy
      - (α ^ 2 - β ^ 2) * Real.sin_sq_add_cos_sq θ
  · intro h
    rcases sq_eq_sq_iff_eq_or_eq_neg.mp h with rfl | rfl
    · refine ⟨-(π / 4), ?_, ?_⟩ <;>
        simp only [fieldX, fieldY, Real.cos_neg, Real.sin_neg, Real.cos_pi_div_four,
          Real.sin_pi_div_four] <;> ring
    · refine ⟨π / 4, ?_, ?_⟩ <;>
        simp only [fieldX, fieldY, Real.cos_pi_div_four, Real.sin_pi_div_four] <;> ring
```

For $\alpha^2\neq\beta^2$ the squared length, a sum of two squares, is therefore strictly positive. The proof assumes otherwise, finds both squares zero and contradicts the previous lemma.

```lean
/-- For couplings of different magnitude the squared length of the field is positive
in every direction. -/
theorem normSq_pos {α β : ℝ} (h : α ^ 2 ≠ β ^ 2) (θ : ℝ) :
    0 < α ^ 2 + β ^ 2 + 2 * α * β * sin (2 * θ) := by
  rw [← field_normSq]
  by_contra hn
  have hle := not_lt.mp hn
  have hx := sq_nonneg (fieldX α β θ)
  have hy := sq_nonneg (fieldY α β θ)
  have hx0 : fieldX α β θ ^ 2 = 0 := by linarith
  have hy0 : fieldY α β θ ^ 2 = 0 := by linarith
  exact h ((field_vanishes_iff α β).mp
    ⟨θ, pow_eq_zero_iff two_ne_zero |>.mp hx0, pow_eq_zero_iff two_ne_zero |>.mp hy0⟩)
```

## The integral over one turn

Let $\beta^2<\alpha^2$, and write $u=\beta\cos2\theta$, $v=\alpha+\beta\sin2\theta$ and $D=u^2+v^2=|\Omega|^2$. If $v$ were zero, then $\alpha^2=\beta^2-u^2\le\beta^2$, which is excluded. So $F(\theta)=\theta+\arctan(u/v)$ is smooth, and
$$F'=1+\frac{u'v-uv'}{D}=\frac{D-2\alpha\beta\sin2\theta-2\beta^2}{D}=\frac{\alpha^2-\beta^2}{D}.$$
The arctangent has the same value at both ends, hence $F(2\pi)-F(0)=2\pi$. In the code `hF` is this derivative, `hc` is the continuity of the integrand, and the fundamental theorem of calculus joins them.

```lean
/-- When the Rashba coupling is the larger in magnitude, the rotation rate integrates
to `2π` over one turn of the wave vector. -/
theorem integral_of_rashba_dominant {α β : ℝ} (h : β ^ 2 < α ^ 2) :
    ∫ θ in (0 : ℝ)..(2 * π),
      (α ^ 2 - β ^ 2) / (α ^ 2 + β ^ 2 + 2 * α * β * sin (2 * θ)) = 2 * π := by
  have key : ∀ v D w : ℝ, v ≠ 0 → D ≠ 0 →
      1 + 1 / (D / v ^ 2) * (w / v ^ 2) = (D + w) / D := by
    intro v D w hv hD
    field_simp
  -- a smooth antiderivative: the angle itself plus a periodic correction
  have hF : ∀ θ : ℝ, HasDerivAt
      (fun t : ℝ => t + arctan (β * cos (2 * t) / (α + β * sin (2 * t))))
      ((α ^ 2 - β ^ 2) / (α ^ 2 + β ^ 2 + 2 * α * β * sin (2 * θ))) θ := by
    intro θ
    have hcs := Real.sin_sq_add_cos_sq (2 * θ)
    have hv : α + β * sin (2 * θ) ≠ 0 := by
      intro hv
      have h1 : α ^ 2 = β ^ 2 - (β * cos (2 * θ)) ^ 2 := by
        linear_combination (α - β * sin (2 * θ)) * hv + β ^ 2 * hcs
      linarith [sq_nonneg (β * cos (2 * θ))]
    have h2 : HasDerivAt (fun t : ℝ => 2 * t) 2 θ :=
      ((hasDerivAt_id' θ).const_mul (2 : ℝ)).congr_deriv (by norm_num)
    have hd : HasDerivAt
        (fun t : ℝ => t + arctan (β * cos (2 * t) / (α + β * sin (2 * t))))
        (1 + 1 / (1 + (β * cos (2 * θ) / (α + β * sin (2 * θ))) ^ 2) *
          ((β * (-sin (2 * θ) * 2) * (α + β * sin (2 * θ))
            - β * cos (2 * θ) * (β * (cos (2 * θ) * 2))) / (α + β * sin (2 * θ)) ^ 2)) θ :=
      (hasDerivAt_id' θ).fun_add
        (((h2.cos.const_mul β).fun_div ((h2.sin.const_mul β).const_add α) hv).arctan)
    have e : 1 + (β * cos (2 * θ) / (α + β * sin (2 * θ))) ^ 2 =
        (α ^ 2 + β ^ 2 + 2 * α * β * sin (2 * θ)) / (α + β * sin (2 * θ)) ^ 2 := by
      have hv2 := pow_ne_zero 2 hv
      rw [div_pow, eq_div_iff hv2, add_mul, div_mul_cancel₀ _ hv2, one_mul]
      linear_combination β ^ 2 * hcs
    refine hd.congr_deriv ?_
    rw [e, key _ _ _ hv (normSq_pos h.ne' θ).ne']
    congr 1
    linear_combination (-2 * β ^ 2) * hcs
  have hc : Continuous fun θ : ℝ =>
      (α ^ 2 - β ^ 2) / (α ^ 2 + β ^ 2 + 2 * α * β * sin (2 * θ)) :=
    Continuous.div (by fun_prop) (by fun_prop) (fun θ => (normSq_pos h.ne' θ).ne')
  rw [intervalIntegral.integral_eq_sub_of_hasDerivAt (fun θ _ => hF θ)
    (hc.intervalIntegrable _ _)]
  have e4 : 2 * (2 * π) = 2 * π + 2 * π := by ring
  have c4 : cos (2 * (2 * π)) = 1 := by
    rw [e4, Real.cos_add_two_pi, Real.cos_two_pi]
  have s4 : sin (2 * (2 * π)) = 0 := by
    rw [e4, Real.sin_add_two_pi, Real.sin_two_pi]
  simp only [c4, s4, mul_zero, Real.cos_zero, Real.sin_zero]
  ring
```

For $\alpha^2<\beta^2$, exchange the couplings. The denominator is unchanged and the numerator changes sign, so the integral is $-2\pi$. Together,
$$\int_0^{2\pi}\frac{\alpha^2-\beta^2}{\alpha^2+\beta^2+2\alpha\beta\sin2\theta}\,d\theta=2\pi\,\mathrm{sign}(\alpha^2-\beta^2).$$
The theorem states this along with the positivity of the denominator. Positivity is where the hypothesis matters: Lean sets $0/0=0$, so at $\alpha^2=\beta^2$ the integral formula alone would read $0=0$.

```lean
/-- For couplings of different magnitude the field never vanishes, and its rotation rate
integrates over one turn of the wave vector to `2π` times the sign of `α² - β²`. -/
theorem total_rotation {α β : ℝ} (h : α ^ 2 ≠ β ^ 2) :
    (∀ θ, 0 < α ^ 2 + β ^ 2 + 2 * α * β * sin (2 * θ)) ∧
    ∫ θ in (0 : ℝ)..(2 * π),
      (α ^ 2 - β ^ 2) / (α ^ 2 + β ^ 2 + 2 * α * β * sin (2 * θ)) =
        2 * π * Real.sign (α ^ 2 - β ^ 2) := by
  refine ⟨normSq_pos h, ?_⟩
  rcases lt_or_gt_of_ne h with hlt | hgt
  · -- exchanging the two couplings reverses the sense of rotation
    have e : ∀ θ : ℝ, (α ^ 2 - β ^ 2) / (α ^ 2 + β ^ 2 + 2 * α * β * sin (2 * θ)) =
        -((β ^ 2 - α ^ 2) / (β ^ 2 + α ^ 2 + 2 * β * α * sin (2 * θ))) := by
      intro θ
      rw [← neg_div]
      congr 1 <;> ring
    simp only [e]
    rw [intervalIntegral.integral_neg, integral_of_rashba_dominant hlt,
      Real.sign_of_neg (by linarith)]
    ring
  · rw [integral_of_rashba_dominant hgt, Real.sign_of_pos (by linarith), mul_one]
```

## The integral as a gain in angle

Let $\varphi$ be any differentiable polar angle. The field has no component normal to itself, so $\Omega_x\sin\varphi-\Omega_y\cos\varphi=0$ for all $\theta$. Differentiating, and using $\Omega_x\cos\varphi+\Omega_y\sin\varphi=r$, one finds
$$\Omega_x'\sin\varphi-\Omega_y'\cos\varphi+r\varphi'=0.$$
Multiplication by $r$ turns this into $r^2\varphi'=\Omega_x\Omega_y'-\Omega_y\Omega_x'$, and $r^2=|\Omega|^2$. In the proof `h0` is the differentiated equation, obtained because a function has only one derivative at a point.

```lean
/-- Every differentiable polar angle of the field changes at the rotation rate. -/
theorem hasDerivAt_angle {α β : ℝ} {φ : ℝ → ℝ} (hφ : IsFieldAngle α β φ)
    (hd : Differentiable ℝ φ) (θ : ℝ) : HasDerivAt φ (rotationRate α β θ) θ := by
  obtain ⟨hX, hY⟩ := hasDerivAt_field α β θ
  have hp := (hd θ).hasDerivAt
  -- the field has no component perpendicular to its own direction
  have hg : (fun t => fieldX α β t * sin (φ t) - fieldY α β t * cos (φ t)) =
      fun _ => (0 : ℝ) := by
    funext t
    obtain ⟨r, _, hx, hy⟩ := hφ t
    rw [hx, hy]
    ring
  have h1 : HasDerivAt (fun t => fieldX α β t * sin (φ t) - fieldY α β t * cos (φ t))
      ((α * cos θ - β * sin θ) * sin (φ θ) + fieldX α β θ * (cos (φ θ) * deriv φ θ)
        - ((α * sin θ - β * cos θ) * cos (φ θ)
          + fieldY α β θ * (-sin (φ θ) * deriv φ θ))) θ :=
    (hX.fun_mul hp.sin).fun_sub (hY.fun_mul hp.cos)
  rw [hg] at h1
  have h0 := h1.unique (hasDerivAt_const θ (0 : ℝ))
  obtain ⟨r, hr, hx, hy⟩ := hφ θ
  have hne : fieldX α β θ ^ 2 + fieldY α β θ ^ 2 ≠ 0 := by
    have h2 : fieldX α β θ ^ 2 + fieldY α β θ ^ 2 = r ^ 2 := by
      rw [hx, hy]
      linear_combination r ^ 2 * Real.sin_sq_add_cos_sq (φ θ)
    rw [h2]
    exact (pow_pos hr 2).ne'
  refine hp.congr_deriv ?_
  rw [rotationRate, hX.deriv, hY.deriv, eq_div_iff hne]
  rw [hx, hy] at h0 ⊢
  linear_combination r * h0
```

Integrating $\varphi'$ gives $\varphi(2\pi)-\varphi(0)=2\pi\,\mathrm{sign}(\alpha^2-\beta^2)$. The condition $\alpha^2\neq\beta^2$ is not assumed here, because it follows: a polar angle at every $\theta$ requires $r>0$ everywhere, which a vanishing field rules out.

```lean
/-- Over one turn of the wave vector, every differentiable polar angle of the field gains
`2π` times the sign of `α² - β²`. -/
theorem angle_gain {α β : ℝ} {φ : ℝ → ℝ} (hφ : IsFieldAngle α β φ)
    (hd : Differentiable ℝ φ) :
    φ (2 * π) - φ 0 = 2 * π * Real.sign (α ^ 2 - β ^ 2) := by
  -- a field with a polar angle everywhere cannot vanish
  have h : α ^ 2 ≠ β ^ 2 := by
    intro h
    obtain ⟨θ, hx0, hy0⟩ := (field_vanishes_iff α β).mpr h
    obtain ⟨r, hr, hx, hy⟩ := hφ θ
    rw [hx0] at hx
    rw [hy0] at hy
    have h2 : r ^ 2 = 0 := by
      linear_combination (-r * cos (φ θ)) * hx - r * sin (φ θ) * hy
        - r ^ 2 * Real.sin_sq_add_cos_sq (φ θ)
    exact (pow_pos hr 2).ne' h2
  have hD : ∀ θ, HasDerivAt φ
      ((α ^ 2 - β ^ 2) / (α ^ 2 + β ^ 2 + 2 * α * β * sin (2 * θ))) θ := by
    intro θ
    rw [← rotationRate_eq]
    exact hasDerivAt_angle hφ hd θ
  have hc : Continuous fun θ : ℝ =>
      (α ^ 2 - β ^ 2) / (α ^ 2 + β ^ 2 + 2 * α * β * sin (2 * θ)) :=
    Continuous.div (by fun_prop) (by fun_prop) (fun θ => (normSq_pos h θ).ne')
  rw [← (total_rotation h).2]
  exact (intervalIntegral.integral_eq_sub_of_hasDerivAt (fun θ _ => hD θ)
    (hc.intervalIntegrable _ _)).symm
```

The polar angle could also have been required to be merely continuous. The gain would be the same and the statement formally stronger, but the proof would need an extra step, for example that a continuous angle of this smooth, nonvanishing field is differentiable.

Finally, for $|\beta|<\alpha$ the explicit function `rashbaAngle` is a differentiable polar angle. With $x=u/v$ and $v>0$, the relations $\cos\arctan x=1/\sqrt{1+x^2}$ and $\sin\arctan x=x/\sqrt{1+x^2}$ give
$$\cos\varphi=\frac{\sin\theta+x\cos\theta}{\sqrt{1+x^2}},\qquad \sin\varphi=\frac{x\sin\theta-\cos\theta}{\sqrt{1+x^2}}.$$
Multiplying by $r=v\sqrt{1+x^2}$ returns $v\,e+u\,n=\Omega$. An angle is constructed only for this range of couplings; elsewhere `angle_gain` applies to whatever differentiable angle is supplied.

```lean
/-- For `|β| < α` the explicit function `rashbaAngle` is a differentiable polar angle
of the field. -/
theorem rashbaAngle_witness {α β : ℝ} (h : |β| < α) :
    IsFieldAngle α β (rashbaAngle α β) ∧ Differentiable ℝ (rashbaAngle α β) := by
  have hv : ∀ θ : ℝ, 0 < α + β * sin (2 * θ) := by
    intro θ
    have h1 : |β * sin (2 * θ)| ≤ |β| := by
      rw [abs_mul]
      exact mul_le_of_le_one_right (abs_nonneg β) (Real.abs_sin_le_one _)
    linarith [neg_abs_le (β * sin (2 * θ))]
  constructor
  · intro θ
    obtain ⟨x, hx⟩ : ∃ x, x = β * cos (2 * θ) / (α + β * sin (2 * θ)) := ⟨_, rfl⟩
    have hxv : x * (α + β * sin (2 * θ)) = β * cos (2 * θ) := by
      rw [hx]
      exact div_mul_cancel₀ _ (hv θ).ne'
    have hS : 0 < √(1 + x ^ 2) := Real.sqrt_pos.2 (by positivity)
    have e : θ - π / 2 + arctan x = θ + arctan x - π / 2 := by ring
    have hcos : cos (rashbaAngle α β θ) = (sin θ + x * cos θ) / √(1 + x ^ 2) := by
      rw [rashbaAngle, ← hx, e, Real.cos_sub_pi_div_two, Real.sin_add, Real.sin_arctan,
        Real.cos_arctan]
      ring
    have hsin : sin (rashbaAngle α β θ) = (x * sin θ - cos θ) / √(1 + x ^ 2) := by
      rw [rashbaAngle, ← hx, e, Real.sin_sub_pi_div_two, Real.cos_add, Real.sin_arctan,
        Real.cos_arctan]
      ring
    have cancel : ∀ v A : ℝ, v * √(1 + x ^ 2) * (A / √(1 + x ^ 2)) = v * A := by
      intro v A
      rw [mul_assoc, mul_div_cancel₀ _ hS.ne']
    refine ⟨(α + β * sin (2 * θ)) * √(1 + x ^ 2), mul_pos (hv θ) hS, ?_, ?_⟩
    · rw [hcos, cancel, fieldX]
      rw [Real.sin_two_mul, Real.cos_two_mul] at hxv
      rw [Real.sin_two_mul]
      linear_combination (-cos θ) * hxv - 2 * β * cos θ * Real.sin_sq_add_cos_sq θ
    · rw [hsin, cancel, fieldY]
      rw [Real.sin_two_mul, Real.cos_two_mul] at hxv
      rw [Real.sin_two_mul]
      linear_combination (-sin θ) * hxv
  · have h1 : Differentiable ℝ (fun θ : ℝ => θ - π / 2) := by fun_prop
    have h2 : Differentiable ℝ
        (fun θ : ℝ => β * cos (2 * θ) / (α + β * sin (2 * θ))) :=
      Differentiable.div (by fun_prop) (by fun_prop) (fun θ => (hv θ).ne')
    exact h1.add h2.arctan

end

end RashbaDresselhausWinding
```

```lean
#print axioms RashbaDresselhausWinding.total_rotation
#print axioms RashbaDresselhausWinding.angle_gain
```

```
'RashbaDresselhausWinding.total_rotation' depends on axioms: [propext, Classical.choice, Quot.sound]
'RashbaDresselhausWinding.angle_gain' depends on axioms: [propext, Classical.choice, Quot.sound]
```
